# The adjoint gradient of a final-time observable for a differentiable propagation step

Many gradient-based pulse-shaping methods use the derivative of a final observable with respect to each pulse value. One forward propagation with stored states and one backward propagation supply them all. The theorems below justify this for a differentiable step and observable, with finite real state vectors and discrete time, including a simplified density-dependent step with real amplitudes.

## A fixed start, and each pulse value in one step

The states obey $x_{k+1}=F(x_k,u_k)$ from a fixed $x_0$, and the observable is $J=G(x_N)$. Replace $u_n$ by $s$ and write $x_k(s)$ for the new states. Those with $k\le n$ do not change, so $x_{n+1}(s)=F(x_n,s)$. If $x_0$ depended on the pulse, a further term would appear.

In Lean, `ι → ℝ` is the state space, `trajectory F x0 u n` is $x_n$, and `jacobian` and `grad` are the matrix $D_xF$ and the vector $\nabla G$, both taken from the Fréchet derivative.

```lean
import Mathlib

open Matrix Function

namespace AdjointPulseGradient

noncomputable section

variable {ι : Type*} [Fintype ι] [DecidableEq ι]

/-- The Jacobian matrix of a map between real state vectors. -/
def jacobian (f : (ι → ℝ) → (ι → ℝ)) (x : ι → ℝ) : Matrix ι ι ℝ :=
  LinearMap.toMatrix' (fderiv ℝ f x : (ι → ℝ) →ₗ[ℝ] (ι → ℝ))

/-- The gradient of an observable: its Fréchet derivative applied to each unit vector. -/
def grad (G : (ι → ℝ) → ℝ) (x : ι → ℝ) : ι → ℝ :=
  fun j => fderiv ℝ G x (Pi.single j 1)

/-- The states reached from `x0` under the pulse `u` by the step `F`. -/
def trajectory (F : (ι → ℝ) → ℝ → (ι → ℝ)) (x0 : ι → ℝ) (u : ℕ → ℝ) : ℕ → (ι → ℝ)
  | 0 => x0
  | n + 1 => F (trajectory F x0 u n) (u n)
```

## The costate equations

The costate $l_k$ measures how sensitive $J$ is to a small displacement of the state at time $k$. It satisfies
$$l_N=\nabla G(x_N),\qquad l_k=D_xF(x_k,u_k)^{T}\,l_{k+1}\quad(k<N).$$
`IsCostate` states these two conditions for a sequence `l`. Without them, `l` would be arbitrary and the gradient formula would generally fail. `backwardSweep` constructs a solution, counting steps back from $N$.

```lean
/-- The costate equations: the gradient of the observable at the final time, carried
backwards by the transposed Jacobian of each step. -/
structure IsCostate (F : (ι → ℝ) → ℝ → (ι → ℝ)) (G : (ι → ℝ) → ℝ) (x0 : ι → ℝ)
    (u : ℕ → ℝ) (N : ℕ) (l : ℕ → (ι → ℝ)) : Prop where
  terminal : l N = grad G (trajectory F x0 u N)
  backward : ∀ n < N, l n =
    (jacobian (fun y => F y (u n)) (trajectory F x0 u n))ᵀ *ᵥ l (n + 1)

/-- The costate computed backwards, indexed by the number of steps before the final time. -/
def backwardSweep (F : (ι → ℝ) → ℝ → (ι → ℝ)) (G : (ι → ℝ) → ℝ) (x0 : ι → ℝ)
    (u : ℕ → ℝ) (N : ℕ) : ℕ → (ι → ℝ)
  | 0 => grad G (trajectory F x0 u N)
  | k + 1 => (jacobian (fun y => F y (u (N - (k + 1))))
      (trajectory F x0 u (N - (k + 1))))ᵀ *ᵥ backwardSweep F G x0 u N k

/-- The backward sweep solves the costate equations. -/
theorem isCostate_backwardSweep (F : (ι → ℝ) → ℝ → (ι → ℝ)) (G : (ι → ℝ) → ℝ)
    (x0 : ι → ℝ) (u : ℕ → ℝ) (N : ℕ) :
    IsCostate F G x0 u N (fun n => backwardSweep F G x0 u N (N - n)) := by
  refine ⟨by simp [backwardSweep], fun n hn => ?_⟩
  have e1 : N - n = (N - (n + 1)) + 1 := by omega
  have e2 : N - ((N - (n + 1)) + 1) = n := by omega
  rw [e1, backwardSweep, e2]
```

## Differentiability in the state and in the field

Physically, `hFx` and `hFu` say that a step responds linearly, to first order, to a small change of state or of field. Let $w_k=dx_k(s)/ds$ at $s=u_n$. Then `hFu` gives
$$w_{n+1}=D_uF(x_n,u_n),$$
and `hFx` gives, for $n<k<N$,
$$w_{k+1}=D_xF(x_k,u_k)\,w_k.$$
The costate equation now moves the Jacobian across the pairing:
$$\langle l_{k+1},w_{k+1}\rangle=\langle D_xF(x_k,u_k)^{T}l_{k+1},w_k\rangle=\langle l_k,w_k\rangle.$$

Separate differentiability suffices, because no step varies both arguments at once. Without `hFu` the derivative may not exist: take $F(x,u)=x+|u|$ and $G(x)=x$ at $u_n=0$. A kink in the state dependence can break the chain rule in the same way.

The first three lemmas translate matrices into derivatives and supply the chain rule; `trajectory_causal` is the statement about early states. The induction in `costate_pairing_conserved` starts at $n+1$ and carries the existence of $w_k$ together with the conserved pairing.

```lean
/-- The Jacobian matrix acts on a displacement as the derivative does. -/
theorem jacobian_mulVec (f : (ι → ℝ) → (ι → ℝ)) (x w : ι → ℝ) :
    jacobian f x *ᵥ w = fderiv ℝ f x w := by
  unfold jacobian
  rw [← Matrix.toLin'_apply, Matrix.toLin'_toMatrix']
  rfl

/-- The gradient paired with a displacement is the Fréchet derivative applied to it. -/
theorem grad_dotProduct (G : (ι → ℝ) → ℝ) (x w : ι → ℝ) :
    grad G x ⬝ᵥ w = fderiv ℝ G x w := by
  have h : w = ∑ j, w j • (Pi.single j (1 : ℝ) : ι → ℝ) := by
    ext i
    simp [Finset.sum_apply, Pi.single_apply]
  conv_rhs => rw [h, map_sum]
  simp only [map_smul, smul_eq_mul, grad, dotProduct]
  exact Finset.sum_congr rfl fun j _ => mul_comm _ _

omit [DecidableEq ι] in
/-- Chain rule along a curve of states. -/
theorem hasDerivAt_along {E : Type*} [NormedAddCommGroup E] [NormedSpace ℝ E]
    {f : (ι → ℝ) → E} {c : ℝ → (ι → ℝ)} {t : ℝ} {x w : ι → ℝ}
    (hf : DifferentiableAt ℝ f x) (hc : HasDerivAt c w t) (hx : c t = x) :
    HasDerivAt (fun s => f (c s)) (fderiv ℝ f x w) t := by
  subst hx
  exact hf.hasFDerivAt.comp_hasDerivAt t hc

omit [Fintype ι] [DecidableEq ι] in
/-- Causality: changing the pulse at step `n` leaves the states up to time `n` unchanged. -/
theorem trajectory_causal (F : (ι → ℝ) → ℝ → (ι → ℝ)) (x0 : ι → ℝ) (u : ℕ → ℝ)
    (n : ℕ) (s : ℝ) (k : ℕ) (hk : k ≤ n) :
    trajectory F x0 (update u n s) k = trajectory F x0 u k := by
  induction k with
  | zero => rfl
  | succ k ih =>
    have hkn : k ≠ n := by omega
    simp only [trajectory]
    rw [ih (by omega), update_of_ne hkn]

/-- From time `n + 1` up to time `N` the state responds differentiably to `u n`, and the pairing of
the costate with this response keeps the value it has at time `n + 1`. -/
theorem costate_pairing_conserved {F : (ι → ℝ) → ℝ → (ι → ℝ)} {G : (ι → ℝ) → ℝ}
    {x0 : ι → ℝ} {u : ℕ → ℝ} {N : ℕ} {l : ℕ → (ι → ℝ)}
    (hFx : ∀ s, Differentiable ℝ (fun y => F y s)) (hFu : ∀ x, Differentiable ℝ (F x))
    (hl : IsCostate F G x0 u N l) {n k : ℕ} (hnk : n + 1 ≤ k) : k ≤ N →
    ∃ w, HasDerivAt (fun s => trajectory F x0 (update u n s) k) w (u n) ∧
      l k ⬝ᵥ w = l (n + 1) ⬝ᵥ deriv (F (trajectory F x0 u n)) (u n) := by
  induction k, hnk using Nat.le_induction with
  | base =>
    intro _
    refine ⟨_, ?_, rfl⟩
    have e : (fun s => trajectory F x0 (update u n s) (n + 1))
        = F (trajectory F x0 u n) := by
      funext s
      simp only [trajectory]
      rw [trajectory_causal F x0 u n s n le_rfl, update_self]
    rw [e]
    exact (hFu _ _).hasDerivAt
  | succ k hnk ih =>
    intro hk
    obtain ⟨w, hw, hlw⟩ := ih (by omega)
    have hkn : k ≠ n := by omega
    have e : (fun s => trajectory F x0 (update u n s) (k + 1))
        = fun s => F (trajectory F x0 (update u n s) k) (u k) := by
      funext s
      simp only [trajectory]
      rw [update_of_ne hkn]
    refine ⟨fderiv ℝ (fun y => F y (u k)) (trajectory F x0 u k) w, ?_, ?_⟩
    · rw [e]
      exact hasDerivAt_along (hFx (u k) _) hw (by rw [update_eq_self])
    · -- the transpose moves the Jacobian from the response to the costate
      rw [← hlw, hl.backward k (by omega), ← jacobian_mulVec, Matrix.mulVec_transpose,
        Matrix.dotProduct_mulVec]
```

The proof turns on `Function.update`: `update u n s` is the pulse `u` with entry `n` replaced by `s`. Three of its rules match the three facts used by hand. `update_self` puts $s$ into step $n$, `update_of_ne` leaves every other step alone, and `update_eq_self` restores the original pulse at $s=u_n$, where the derivative is taken.

## A smooth observable and a pulse value before the end

`hG` says that the observable responds linearly, to first order, to a small change of the final state, so
$$\frac{dJ}{du_n}=\langle\nabla G(x_N),w_N\rangle=\langle l_N,w_N\rangle=\langle l_{n+1},D_uF(x_n,u_n)\rangle.$$
Without it, $J$ may have a kink. The condition `hn : n < N` says that the field acts before the measurement; for $n\ge N$ the derivative is zero and $l_{n+1}$ is unconstrained. The proof applies the conserved pairing at $k=N$.

```lean
/-- Adjoint gradient: the derivative of the final observable with respect to the pulse
value `u n` is the costate at time `n + 1` paired with the control derivative of the step. -/
theorem adjoint_gradient {F : (ι → ℝ) → ℝ → (ι → ℝ)} {G : (ι → ℝ) → ℝ}
    {x0 : ι → ℝ} {u : ℕ → ℝ} {N : ℕ} {l : ℕ → (ι → ℝ)}
    (hFx : ∀ s, Differentiable ℝ (fun y => F y s)) (hFu : ∀ x, Differentiable ℝ (F x))
    (hG : Differentiable ℝ G) (hl : IsCostate F G x0 u N l) {n : ℕ} (hn : n < N) :
    HasDerivAt (fun s => G (trajectory F x0 (update u n s) N))
      (l (n + 1) ⬝ᵥ deriv (F (trajectory F x0 u n)) (u n)) (u n) := by
  obtain ⟨w, hw, hlw⟩ := costate_pairing_conserved hFx hFu hl hn le_rfl
  rw [← hlw, hl.terminal, grad_dotProduct]
  exact hasDerivAt_along (hG _) hw (by rw [update_eq_self])
```

## A potential differentiable in the density

Let $\rho_i=x_i^2$ and
$$F(x,u)=x+h\,(A+uB+\operatorname{diag}v(\rho))\,x.$$
Here $A$ is the static matrix, $B$ the field coupling, $v$ the local potential and $h$ the step size. Along $x+tw$ the density changes at rate $2x_iw_i$, so the product rule gives
$$(D_xF\,w)_i=w_i+h\Big[((A+uB)w)_i+v_i(\rho)w_i+x_i\sum_j(Dv(\rho))_{ij}\,2x_jw_j\Big].$$
The last term is the kernel term $2h\operatorname{diag}(x)\,Dv(\rho)\operatorname{diag}(x)$. Omitting it from the backward run generally spoils every gradient component except the last, which needs only $l_N$. Since $D_uF=hBx$,
$$\frac{dJ}{du_n}=h\,\langle l_{n+1},Bx_n\rangle.$$

`hv` asks that the potential respond linearly, to first order, to a small change of the density, so that the kernel $Dv$ exists. It is required on all of $\mathbb R^\iota$, which excludes a potential proportional to $\rho^{1/3}$ because of its behaviour at zero density. `ksStep_jacobian` differentiates the step along a curve in two ways and equates the results by `h1.unique h2`.

The model has one set of real amplitudes, no factor $-i$, no memory in $v$ and an explicit step that need not preserve the norm. Despite the prefix `ks` in the Lean names, it is not real-time Kohn–Sham propagation.

```lean
/-- One explicit step of size `h` for real amplitudes `x`, with static matrix `A`, field
coupling `u B` and a local potential `v` that depends on the density `x²`. -/
def ksStep (h : ℝ) (A B : Matrix ι ι ℝ) (v : (ι → ℝ) → (ι → ℝ)) (x : ι → ℝ) (u : ℝ) :
    ι → ℝ :=
  x + h • ((A + u • B + diagonal (v fun i => x i ^ 2)) *ᵥ x)

/-- The linearised step: the frozen-potential part plus the kernel term
`2h diag(x) Dv diag(x)`. -/
def ksLinear (h : ℝ) (A B : Matrix ι ι ℝ) (v : (ι → ℝ) → (ι → ℝ)) (x : ι → ℝ) (u : ℝ) :
    Matrix ι ι ℝ :=
  1 + h • (A + u • B + diagonal (v fun i => x i ^ 2))
    + (2 * h) • (diagonal x * jacobian v (fun i => x i ^ 2) * diagonal x)

/-- The density-dependent step written out on one site. -/
theorem ksStep_apply (h : ℝ) (A B : Matrix ι ι ℝ) (v : (ι → ℝ) → (ι → ℝ)) (x : ι → ℝ)
    (u : ℝ) (i : ι) : ksStep h A B v x u i =
      x i + h * (((A + u • B) *ᵥ x) i + v (fun k => x k ^ 2) i * x i) := by
  simp only [ksStep, Matrix.add_mulVec, Pi.add_apply, Pi.smul_apply, smul_eq_mul,
    Matrix.mulVec_diagonal]

/-- The density-dependent step is differentiable in the state, and its Jacobian is the
linearised step with the kernel term. -/
theorem ksStep_jacobian (h : ℝ) (A B : Matrix ι ι ℝ) {v : (ι → ℝ) → (ι → ℝ)}
    (hv : Differentiable ℝ v) (u : ℝ) :
    Differentiable ℝ (fun y => ksStep h A B v y u) ∧
      ∀ x, jacobian (fun y => ksStep h A B v y u) x = ksLinear h A B v x u := by
  have hd : Differentiable ℝ (fun y => ksStep h A B v y u) := by
    rw [differentiable_pi]
    intro i
    have hvi : Differentiable ℝ (fun y : ι → ℝ => v (fun k => y k ^ 2) i) :=
      differentiable_pi.1 (hv.comp (by fun_prop : Differentiable ℝ
        (fun (y : ι → ℝ) (k : ι) => y k ^ 2))) i
    simp only [ksStep_apply, Matrix.mulVec, dotProduct]
    fun_prop
  refine ⟨hd, fun x => Matrix.toLin'.injective (LinearMap.ext fun w => ?_)⟩
  rw [Matrix.toLin'_apply, Matrix.toLin'_apply, jacobian_mulVec]
  -- differentiate along a curve through `x` with velocity `w`
  obtain ⟨c, hc, hc0⟩ : ∃ c : ℝ → (ι → ℝ), HasDerivAt c w 0 ∧ c 0 = x :=
    ⟨fun t => x + t • w, (((hasDerivAt_id (0 : ℝ)).smul_const w).const_add x).congr_deriv
      (one_smul _ _), by simp⟩
  have hci := hasDerivAt_pi.1 hc
  have hρ : HasDerivAt (fun t i => c t i ^ 2) ((2 : ℝ) • (diagonal x *ᵥ w)) 0 :=
    hasDerivAt_pi.2 fun i => ((hci i).fun_pow 2).congr_deriv (by
      simp only [hc0, Pi.smul_apply, smul_eq_mul, Matrix.mulVec_diagonal, Nat.reduceSub,
        pow_one, Nat.cast_ofNat]
      ring)
  have hvρ := hasDerivAt_along (x := fun i => x i ^ 2) (hv _) hρ (by simp only [hc0])
  ext i
  have hL : HasDerivAt (fun t => ((A + u • B) *ᵥ c t) i) (((A + u • B) *ᵥ w) i) 0 := by
    simp only [Matrix.mulVec, dotProduct]
    exact HasDerivAt.fun_sum fun j _ => (hci j).const_mul ((A + u • B) i j)
  have h1 := hasDerivAt_pi.1 (hasDerivAt_along (hd x) hc hc0) i
  simp only [ksStep_apply] at h1
  have h2 := (hci i).fun_add
    ((hL.fun_add ((hasDerivAt_pi.1 hvρ i).fun_mul (hci i))).const_mul h)
  rw [h1.unique h2, hc0, ← jacobian_mulVec]
  simp only [ksLinear, Matrix.add_mulVec, Matrix.smul_mulVec, Matrix.one_mulVec,
    ← Matrix.mulVec_mulVec, Matrix.mulVec_smul, Pi.add_apply, Pi.smul_apply, smul_eq_mul,
    Matrix.mulVec_diagonal]
  ring

/-- The derivative of the density-dependent step with respect to the field is `h B x`. -/
theorem ksStep_hasDerivAt_field (h : ℝ) (A B : Matrix ι ι ℝ) (v : (ι → ℝ) → (ι → ℝ))
    (x : ι → ℝ) (u : ℝ) : HasDerivAt (ksStep h A B v x) (h • (B *ᵥ x)) u := by
  have e : ksStep h A B v x = fun s => ksStep h A B v x 0 + s • (h • (B *ᵥ x)) := by
    funext s
    simp only [ksStep, Matrix.add_mulVec, Matrix.smul_mulVec]
    module
  rw [e]
  exact (((hasDerivAt_id u).smul_const _).const_add _).congr_deriv (one_smul _ _)

/-- Pulse gradient for the density-dependent step: with the costate carried back by the
transposed linearised step, the derivative with respect to `u n` is `h ⟨l (n+1), B x n⟩`. -/
theorem ks_pulse_gradient (h : ℝ) (A B : Matrix ι ι ℝ) {v : (ι → ℝ) → (ι → ℝ)}
    (hv : Differentiable ℝ v) {G : (ι → ℝ) → ℝ} (hG : Differentiable ℝ G)
    (x0 : ι → ℝ) (u : ℕ → ℝ) {N : ℕ} {l : ℕ → (ι → ℝ)}
    (hN : l N = grad G (trajectory (ksStep h A B v) x0 u N))
    (hl : ∀ n < N, l n =
      (ksLinear h A B v (trajectory (ksStep h A B v) x0 u n) (u n))ᵀ *ᵥ l (n + 1))
    {n : ℕ} (hn : n < N) :
    HasDerivAt (fun s => G (trajectory (ksStep h A B v) x0 (update u n s) N))
      (h * (l (n + 1) ⬝ᵥ B *ᵥ trajectory (ksStep h A B v) x0 u n)) (u n) := by
  have hco : IsCostate (ksStep h A B v) G x0 u N l :=
    ⟨hN, fun k hk => by rw [(ksStep_jacobian h A B hv (u k)).2]; exact hl k hk⟩
  refine (adjoint_gradient (fun s => (ksStep_jacobian h A B hv s).1)
    (fun x s => (ksStep_hasDerivAt_field h A B v x s).differentiableAt)
    hG hco hn).congr_deriv ?_
  rw [(ksStep_hasDerivAt_field h A B v _ _).deriv, dotProduct_smul, smul_eq_mul]
```

## Symmetric matrices and kernel

If $A$, $B$ and $Dv(\rho)$ are symmetric, transposing each term of $D_xF$ returns the same term, and the backward run can apply the linearised step itself. Kernel symmetry is natural when $v$ is the gradient of a smooth energy. Without these symmetries the gradient formula still holds, but in general the transpose cannot be dropped. The proof transposes term by term.

```lean
/-- If `A`, `B` and the kernel `Dv` at the density `x²` are symmetric, the linearised step
equals its transpose. -/
theorem ksLinear_transpose (h : ℝ) {A B : Matrix ι ι ℝ} {v : (ι → ℝ) → (ι → ℝ)}
    {x : ι → ℝ} (u : ℝ) (hA : Aᵀ = A) (hB : Bᵀ = B)
    (hK : (jacobian v fun i => x i ^ 2)ᵀ = jacobian v fun i => x i ^ 2) :
    (ksLinear h A B v x u)ᵀ = ksLinear h A B v x u := by
  simp only [ksLinear, Matrix.transpose_add, Matrix.transpose_smul, Matrix.transpose_mul,
    Matrix.transpose_one, Matrix.diagonal_transpose, hA, hB, hK, Matrix.mul_assoc]

end

end AdjointPulseGradient
```

```lean
#print axioms AdjointPulseGradient.isCostate_backwardSweep
-- 'AdjointPulseGradient.isCostate_backwardSweep' depends on axioms: [propext, Classical.choice, Quot.sound]
#print axioms AdjointPulseGradient.adjoint_gradient
-- 'AdjointPulseGradient.adjoint_gradient' depends on axioms: [propext, Classical.choice, Quot.sound]
#print axioms AdjointPulseGradient.ks_pulse_gradient
-- 'AdjointPulseGradient.ks_pulse_gradient' depends on axioms: [propext, Classical.choice, Quot.sound]
#print axioms AdjointPulseGradient.ksLinear_transpose
-- 'AdjointPulseGradient.ksLinear_transpose' depends on axioms: [propext, Classical.choice, Quot.sound]
```
